# A slab of non-interacting two-level cells keeps its valence filling as unique ground state exactly while the potential drop between its end cells is below the gap

## If the field leaves every local gap unchanged, what breaks down?

I model an insulating slab in a uniform field by giving each cell one valence and one conduction level, and I let the electrons occupy any of these levels, in any cell. Both levels of a cell follow the local potential, so their separation is the same in every cell at every field. Why should the insulating filling ever stop being the ground state, and why would a thicker slab give way at a smaller field?

## The gap that closes lies between opposite faces

Your choice to let electrons occupy levels in any cell settles the matter: the competitors of the insulating filling include transfers down the potential from one face of the slab to the other, and these get cheaper as the field or the thickness grows.

Number the cells \(n=0,\dots,L-1\), with \(L\ge 1\). Let \(a\ge 0\) be the cell length, \(F\ge 0\) the field for unit charge, and \(g\) the local gap. The valence levels are \(Fan\) and the conduction levels \(g+Fan\). An occupation is a pair \((A,B)\): the cells whose valence level is filled and those whose conduction level is filled, with \(|A|+|B|=L\). Its energy \(E(A,B)\) is the sum of the occupied levels.

Compare it with the valence filling, in which \(A\) contains all cells and \(B\) is empty. Writing \(A^c\) for the cells with an empty valence level,
\[
\Delta E=\sum_{n\in B}(g+Fan)-\sum_{n\in A^c}Fan .
\]
Since \(|A^c|=L-|A|=|B|\), there are as many holes as promoted electrons. Each promoted electron has energy at least \(g\), and each hole sits at energy at most \(Fa(L-1)\). Hence
\[
\Delta E\ \ge\ |B|\,\bigl(g-Fa(L-1)\bigr).
\]
If \(B\) is empty, then \(|A|=L\) and we are back at the valence filling. Every competitor therefore has \(|B|\ge 1\), and \(Fa(L-1)<g\) makes \(\Delta E>0\).

Conversely, move one electron from the valence level of cell \(L-1\) to the conduction level of cell \(0\). This costs exactly
\[
\Delta E=g-Fa(L-1),
\]
so a unique minimum requires \(Fa(L-1)<g\). For \(L=1\) the two cells coincide and the condition is \(g>0\), whatever the field.

For \(L\ge2\) and \(a>0\), the condition becomes
\[
F<\frac{g}{a(L-1)} .
\]
The right-hand side is called the breakdown field here. With \(g>0\), it falls strictly as \(L\) grows. At fixed \(F>0\) and \(a>0\), every slab with \(L-1\ge g/(Fa)\) has lost the valence filling as its unique minimum.

**Numbers.** Take \(g=1\) eV, \(a=5\) Å and \(F=0.05\) eV/Å, so that neighbouring cells differ by \(0.25\) eV.

| \(L\) | \(Fa(L-1)\) | cost of the face-to-face transfer | breakdown field |
|---|---|---|---|
| 4 | 0.75 eV | 0.25 eV | 0.067 eV/Å |
| 5 | 1.00 eV | 0 | 0.050 eV/Å |
| 6 | 1.25 eV | −0.25 eV | 0.040 eV/Å |

At \(L=5\) the valence filling is still a minimum, but it shares that place with the transferred state. At \(L=6\) the transferred state is lower.

**In a slab calculation.** With a sawtooth potential across the supercell, the code fills the lowest levels of the whole slab. Once a conduction state at one face drops below a valence state at the other, this filling moves charge between the faces. The model shows that crossing for localized, non-interacting levels in a prescribed field; in a self-consistent calculation the slab also polarizes before any crossing, so \(F\) corresponds to the total field inside the slab and not to the slope of the applied sawtooth. Any transferred charge then changes that field further.

## The criterion in Lean

`Fin L` is the set of cells, and `A` and `B` are finite sets of them, so each level holds at most one electron and spin is left out. `ValenceFillingIsUniqueMinimum L F a g` says that every pair with `A.card + B.card = L`, other than `(univ, ∅)`, has strictly higher energy than the valence filling.

The main theorem, `unique_minimum_iff`, equates this with `F * a * ((L : ℝ) - 1) < g` for `1 ≤ L`, `0 ≤ F` and `0 ≤ a`. It puts no condition on the sign of `g`; positivity enters only in `breakdownField_decreases`. The theorems about `breakdownField` take at least two cells, because at `L = 1` its denominator vanishes.

The linear levels and the constant gap are assumed, standing for a uniform internal field that shifts both levels of a cell equally. Hopping between cells, electron interaction and screening are absent. The result compares energies and gives no rate at which electrons would cross the slab.

```lean
import Mathlib

open Finset

namespace SlabBreakdown

noncomputable section

variable {L : ℕ}

/-- Energy of the valence level in cell `n`, for field `F` (unit charge) and cell length `a`. -/
def valenceLevel (F a : ℝ) (n : ℕ) : ℝ := F * a * n

/-- Energy of the conduction level in cell `n`: the valence level of that cell raised by `g`. -/
def conductionLevel (F a g : ℝ) (n : ℕ) : ℝ := g + valenceLevel F a n

/-- Total energy when the valence levels of the cells in `A` and the conduction levels of the
cells in `B` are occupied. -/
def energy (F a g : ℝ) (A B : Finset (Fin L)) : ℝ :=
  ∑ n ∈ A, valenceLevel F a n + ∑ n ∈ B, conductionLevel F a g n

/-- Every other choice of `L` occupied levels in the slab of `L` cells has a strictly higher
energy than the filled valence levels. -/
def ValenceFillingIsUniqueMinimum (L : ℕ) (F a g : ℝ) : Prop :=
  ∀ A B : Finset (Fin L), A.card + B.card = L → (A, B) ≠ (univ, ∅) →
    energy F a g (univ : Finset (Fin L)) ∅ < energy F a g A B

/-- The field `g / (a (L - 1))`, meant for `L ≥ 2` cells of length `a > 0`. -/
def breakdownField (L : ℕ) (a g : ℝ) : ℝ := g / (a * ((L : ℝ) - 1))

/-- For non-negative field and cell length, promoting electrons into the conduction levels `B`
at fixed electron number `L` costs at least `g - F a (L - 1)` per promoted electron. -/
theorem promotion_cost {F a : ℝ} (g : ℝ) (hF : 0 ≤ F) (ha : 0 ≤ a)
    (A B : Finset (Fin L)) (hAB : A.card + B.card = L) :
    (B.card : ℝ) * (g - F * a * ((L : ℝ) - 1)) ≤
      energy F a g A B - energy F a g (univ : Finset (Fin L)) ∅ := by
  have hFa : 0 ≤ F * a := mul_nonneg hF ha
  -- there are as many holes as promoted electrons
  have hcard : Aᶜ.card = B.card := by
    have h := Finset.card_add_card_compl A
    rw [Fintype.card_fin] at h
    omega
  have hsplit := Finset.sum_add_sum_compl A (fun n : Fin L => valenceLevel F a n)
  -- every hole lies at or below the top valence level
  have hholes : ∑ n ∈ Aᶜ, valenceLevel F a n ≤ Aᶜ.card • (F * a * ((L : ℝ) - 1)) := by
    apply Finset.sum_le_card_nsmul
    intro n _
    have h1 : (n : ℕ) + 1 ≤ L := n.isLt
    have h2 : ((n : ℕ) : ℝ) + 1 ≤ (L : ℝ) := by exact_mod_cast h1
    unfold valenceLevel
    exact mul_le_mul_of_nonneg_left (by linarith) hFa
  -- every promoted electron lies at or above the lowest conduction level
  have helec : B.card • g ≤ ∑ n ∈ B, conductionLevel F a g n := by
    apply Finset.card_nsmul_le_sum
    intro n _
    have h : 0 ≤ F * a * ((n : ℕ) : ℝ) := mul_nonneg hFa (Nat.cast_nonneg _)
    unfold conductionLevel valenceLevel
    linarith
  rw [hcard, nsmul_eq_mul] at hholes
  rw [nsmul_eq_mul] at helec
  unfold energy
  rw [Finset.sum_empty, mul_sub]
  linarith

/-- In a slab of at least one cell, moving one electron from the valence level of the last cell
to the conduction level of the first cell changes the energy by exactly `g - F a (L - 1)`. -/
theorem edge_transfer (F a g : ℝ) (hL : 1 ≤ L) :
    energy F a g ((univ : Finset (Fin L)).erase ⟨L - 1, by omega⟩)
        ({(⟨0, by omega⟩ : Fin L)} : Finset (Fin L))
      - energy F a g (univ : Finset (Fin L)) ∅ = g - F * a * ((L : ℝ) - 1) := by
  have hcast : ((L - 1 : ℕ) : ℝ) = (L : ℝ) - 1 := by
    rw [Nat.cast_sub hL, Nat.cast_one]
  have h := Finset.add_sum_erase (univ : Finset (Fin L))
    (fun n : Fin L => valenceLevel F a n)
    (Finset.mem_univ (⟨L - 1, by omega⟩ : Fin L))
  have htop : valenceLevel F a (L - 1) = F * a * ((L : ℝ) - 1) := by
    unfold valenceLevel
    rw [hcast]
  have hbot : conductionLevel F a g 0 = g := by
    simp [conductionLevel, valenceLevel]
  dsimp only at h
  unfold energy
  rw [Finset.sum_empty, Finset.sum_singleton]
  dsimp only
  linarith

/-- For a slab of at least one cell and non-negative field and cell length, filling the valence
levels is the unique energy minimum exactly when `F a (L - 1) < g`. -/
theorem unique_minimum_iff {F a : ℝ} (g : ℝ) (hL : 1 ≤ L) (hF : 0 ≤ F) (ha : 0 ≤ a) :
    ValenceFillingIsUniqueMinimum L F a g ↔ F * a * ((L : ℝ) - 1) < g := by
  constructor
  · intro h
    -- test the minimum against the transfer between the two faces
    have hlt := h ((univ : Finset (Fin L)).erase ⟨L - 1, by omega⟩)
      ({(⟨0, by omega⟩ : Fin L)} : Finset (Fin L))
      (by
        rw [Finset.card_erase_of_mem (Finset.mem_univ _), Finset.card_univ,
          Fintype.card_fin, Finset.card_singleton]
        omega)
      (fun e => Finset.singleton_ne_empty _ (congrArg Prod.snd e))
    have hE := edge_transfer F a g hL
    linarith
  · intro h A B hAB hne
    -- a different occupation has at least one promoted electron
    have hB : 0 < B.card := by
      rcases B.eq_empty_or_nonempty with hB | hB
      · exfalso
        apply hne
        subst hB
        have hA : A = univ := by
          apply (Finset.card_eq_iff_eq_univ A).1
          rw [Fintype.card_fin]
          simpa using hAB
        rw [hA]
      · exact hB.card_pos
    have hB' : (0 : ℝ) < B.card := by exact_mod_cast hB
    have hcost := promotion_cost g hF ha A B hAB
    have hpos := mul_pos hB' (sub_pos.2 h)
    linarith

/-- For at least two cells of positive length and a non-negative field, filling the valence
levels is the unique energy minimum exactly below the breakdown field. -/
theorem unique_minimum_iff_lt_breakdownField {F a : ℝ} (g : ℝ) (hL : 2 ≤ L)
    (hF : 0 ≤ F) (ha : 0 < a) :
    ValenceFillingIsUniqueMinimum L F a g ↔ F < breakdownField L a g := by
  have hL' : (2 : ℝ) ≤ L := by exact_mod_cast hL
  have hpos : 0 < a * ((L : ℝ) - 1) := mul_pos ha (by linarith)
  rw [unique_minimum_iff g (by omega) hF ha.le, breakdownField, lt_div_iff₀ hpos, mul_assoc]

/-- For positive gap and cell length, the thicker of two slabs with at least two cells each has
the strictly smaller breakdown field. -/
theorem breakdownField_decreases {M : ℕ} {a g : ℝ} (hL : 2 ≤ L) (hLM : L < M)
    (ha : 0 < a) (hg : 0 < g) : breakdownField M a g < breakdownField L a g := by
  have hL' : (2 : ℝ) ≤ L := by exact_mod_cast hL
  have hLM' : (L : ℝ) < M := by exact_mod_cast hLM
  unfold breakdownField
  apply div_lt_div_of_pos_left hg
  · exact mul_pos ha (by linarith)
  · exact mul_lt_mul_of_pos_left (by linarith) ha

/-- At any fixed positive field and cell length, the filled valence levels are not the unique
energy minimum once the slab is thick enough. -/
theorem thick_slab_breaks_down {F a : ℝ} (g : ℝ) (hF : 0 < F) (ha : 0 < a) :
    ∃ L₀ : ℕ, ∀ L : ℕ, L₀ ≤ L → ¬ ValenceFillingIsUniqueMinimum L F a g := by
  have hFa : 0 < F * a := mul_pos hF ha
  obtain ⟨N, hN⟩ := exists_nat_ge (g / (F * a))
  refine ⟨N + 1, fun L hL => ?_⟩
  rw [unique_minimum_iff g (by omega) hF.le ha.le, not_lt]
  have hL' : (N : ℝ) + 1 ≤ L := by exact_mod_cast hL
  -- the potential drop across the slab has reached the gap
  have h1 : g ≤ (N : ℝ) * (F * a) := (div_le_iff₀ hFa).1 hN
  have h2 : F * a * (N : ℝ) ≤ F * a * ((L : ℝ) - 1) :=
    mul_le_mul_of_nonneg_left (by linarith) hFa.le
  linarith

end

end SlabBreakdown
```

```lean
#print axioms SlabBreakdown.unique_minimum_iff_lt_breakdownField
#print axioms SlabBreakdown.breakdownField_decreases
#print axioms SlabBreakdown.thick_slab_breaks_down
```

```
'SlabBreakdown.unique_minimum_iff_lt_breakdownField' depends on axioms: [propext, Classical.choice, Quot.sound]
'SlabBreakdown.breakdownField_decreases' depends on axioms: [propext, Classical.choice, Quot.sound]
'SlabBreakdown.thick_slab_breaks_down' depends on axioms: [propext, Classical.choice, Quot.sound]
```

## From the two bounds to the equivalence

`promotion_cost` is the lower bound on \(\Delta E\). Inside it, `hcard` matches holes to promoted electrons, `hholes` bounds the hole energies from above, and `helec` bounds the promoted electrons from below. `hsplit` divides the full valence sum into occupied and empty parts. After `hcard` has been used to rewrite the number of holes in `hholes`, `linarith` combines `hholes`, `helec` and `hsplit`.

`edge_transfer` computes the face-to-face transfer: `Finset.add_sum_erase` takes the last cell out of the valence sum, while `htop` and `hbot` evaluate the two levels involved.

In `unique_minimum_iff`, the forward direction applies the assumed minimum to that transfer. The reverse direction first shows that `B` is nonempty, since an empty `B` would force `A = univ`, and then multiplies the positive number of promoted electrons by the positive margin \(g-Fa(L-1)\).

`unique_minimum_iff_lt_breakdownField` divides by the positive number \(a(L-1)\), and `breakdownField_decreases` compares two fractions with the same positive numerator. For `thick_slab_breaks_down`, a natural number \(N\ge g/(Fa)\) is chosen, and \(N+1\) cells serve as the threshold thickness.
